# On a finite lattice, changes of potential and ground-state density have a non-positive inner product

Put one particle on two sites, with hopping amplitude −12 between them and site potentials v = (−9, −16). The ground state has amplitudes ψ = (3/5, 4/5), so the site densities are (9/25, 16/25), and its energy is −25. Now exchange the potentials, w = (−16, −9). The ground state becomes φ = (4/5, 3/5), with densities (16/25, 9/25) and again energy −25.

Keep the old state ψ in the new potential w. Its energy there is −576/25, which is 49/25 above the minimum. By symmetry, φ in the potential v also lies 49/25 too high. The hopping energy of each state is the same in both potentials, so it drops out when the two excesses are added. What remains is potential change times density change, with a minus sign:

(v₁ − w₁)(ρ₁(ψ) − ρ₁(φ)) + (v₂ − w₂)(ρ₂(ψ) − ρ₂(φ)) = 7·(−7/25) + (−7)·(7/25) = −98/25.

The sum is negative because each state lies strictly above the minimum in the other's potential.

## The bound for a general lattice Hamiltonian

The physical question is how the ground-state density responds when only the external potential changes. Let H0 contain everything else, such as hopping and interactions, and let nᵢ be the occupation operator of site i. With real site potentials vᵢ,

H(v) = H0 + Σᵢ vᵢ nᵢ,  ρᵢ(ψ) = ⟨ψ, nᵢ ψ⟩.

If ψ is a ground state of H(v) and φ is a ground state of H(w), with the same H0 and the same nᵢ, then

Σᵢ (vᵢ − wᵢ)(ρᵢ(ψ) − ρᵢ(φ)) ≤ 0.

Ground states may be degenerate; any minimiser will do. The argument is the variational one familiar from the Hohenberg–Kohn theorem, but the conclusion is an inequality. When the two densities coincide it reads 0 ≤ 0, and whether the potentials then agree up to a constant is a separate question.

## The sign of the update in a potential inversion

A lattice density functional code may have to find the potential that produces a given density, for instance when constructing an exchange-correlation potential from a reference calculation. Suppose the target density ρ* is the ground-state density of some potential w, meaning that w really does produce it for this H0. In the exchange-correlation example, H0 is the hopping of non-interacting particles and w is the full Kohn–Sham potential. A simple iteration solves for a ground state ψ of H(v) and then updates

v → v + η d,  dᵢ = ρᵢ(ψ) − ρᵢ*,  η > 0.

The potential is raised where there is too much density and lowered where there is too little. The squared distance to w after the update is

|v + η d − w|² = |v − w|² + 2η Σᵢ (vᵢ − wᵢ) dᵢ + η² |d|².

The bound says that the middle term is never positive, so to first order in η the update does not move v away from w. On the dimer, start from v = (−9, −16) with target (16/25, 9/25) and η = 5. The update gives (−10.4, −14.6), and the squared distance to w = (−16, −9) falls from 98 to 62.72. The Lean file supplies the inequality for exact ground states on a finite lattice; the update rule and its expansion are additional algebra.

## Two trial states and one cancellation

Write E_v(χ) = ⟨χ, H(v) χ⟩ and F(χ) = ⟨χ, H0 χ⟩. For a Hermitian matrix A the expectation value is real, since

⟨ψ, Aψ⟩* = ⟨Aψ, ψ⟩ = ⟨ψ, A†ψ⟩ = ⟨ψ, Aψ⟩.

The expectation value is linear in the matrix, so the energy splits:

E_v(χ) = F(χ) + Σᵢ vᵢ ρᵢ(χ).

Subtracting this formula for two potentials in the same state removes F:

E_w(ψ) = E_v(ψ) + Σᵢ (wᵢ − vᵢ) ρᵢ(ψ).

Since φ minimises E_w and ψ is a unit vector, E_w(φ) ≤ E_w(ψ), hence

E_w(φ) ≤ E_v(ψ) + Σᵢ (wᵢ − vᵢ) ρᵢ(ψ).

Exchanging the roles of the two states gives

E_v(ψ) ≤ E_w(φ) + Σᵢ (vᵢ − wᵢ) ρᵢ(φ).

Add the two lines. The energies cancel, leaving

0 ≤ Σᵢ (wᵢ − vᵢ)(ρᵢ(ψ) − ρᵢ(φ)),

which is the bound after a change of sign.

**More than two potentials.** Let ψₖ be a ground state of H(vₖ) for each k in a finite set, and let σ be a permutation of that set. Use ψ_σ(k) as the trial state for vₖ and sum over k:

Σₖ [F(ψₖ) + Σᵢ vₖᵢ ρᵢ(ψₖ)] ≤ Σₖ [F(ψ_σ(k)) + Σᵢ vₖᵢ ρᵢ(ψ_σ(k))].

The permutation only reorders the F terms, so they cancel, and

Σₖ Σᵢ vₖᵢ ρᵢ(ψₖ) ≤ Σₖ Σᵢ vₖᵢ ρᵢ(ψ_σ(k)).

For two potentials and their exchange, this is the earlier bound.

**A change on one site.** Let w equal v except that wⱼ = vⱼ + t with t > 0. Only site j contributes, and the bound becomes −t(ρⱼ(ψ) − ρⱼ(φ)) ≤ 0. Dividing by −t gives ρⱼ(φ) ≤ ρⱼ(ψ): raising the potential on a site cannot raise the density there.

**The dimer ground states.** For a unit vector χ = (a, b) and v = (−9, −16),

E_v(χ) = −9|a|² − 16|b|² − 24 Re(a*b).

Adding 25 = 25(|a|² + |b|²) completes a square:

E_v(χ) + 25 = 16|a|² + 9|b|² − 24 Re(a*b) = |4a − 3b|² ≥ 0.

The vector (3/5, 4/5) makes the square vanish, so it is a ground state. Exchanging the sites gives the result for w.

## The Lean source

```lean
import Mathlib

open Matrix

namespace LatticeDensityMonotonicity

noncomputable section

variable {m ι K : Type*} [Fintype m] [Fintype ι] [Fintype K]

/-- The real part of `⟨ψ, A ψ⟩`. -/
def expval (A : Matrix m m ℂ) (ψ : m → ℂ) : ℝ := (star ψ ⬝ᵥ A *ᵥ ψ).re

/-- The lattice Hamiltonian `H(v) = H0 + ∑ v_i n_i` in the external potential `v`. -/
def hamiltonian (H0 : Matrix m m ℂ) (n : ι → Matrix m m ℂ) (v : ι → ℝ) : Matrix m m ℂ :=
  H0 + ∑ i, (v i : ℂ) • n i

/-- The density `ρ_i(ψ)`: the real part of `⟨ψ, n_i ψ⟩`, where `n_i` is the operator of site `i`. -/
def density (n : ι → Matrix m m ℂ) (ψ : m → ℂ) (i : ι) : ℝ := expval (n i) ψ

/-- A ground state is a unit vector whose energy is minimal among all unit vectors. -/
def IsGroundState (H : Matrix m m ℂ) (ψ : m → ℂ) : Prop :=
  star ψ ⬝ᵥ ψ = 1 ∧ ∀ χ : m → ℂ, star χ ⬝ᵥ χ = 1 → expval H ψ ≤ expval H χ

/-- For a Hermitian matrix `A` the number `⟨ψ, A ψ⟩` is real and equals `expval A ψ`. -/
theorem expval_of_isHermitian {A : Matrix m m ℂ} (hA : A.IsHermitian) (ψ : m → ℂ) :
    (expval A ψ : ℂ) = star ψ ⬝ᵥ A *ᵥ ψ := by
  have h : star (star ψ ⬝ᵥ A *ᵥ ψ) = star ψ ⬝ᵥ A *ᵥ ψ := by
    rw [← Matrix.star_dotProduct, Matrix.star_mulVec, hA.eq, ← Matrix.dotProduct_mulVec]
  exact Complex.conj_eq_iff_re.mp h

/-- The energy is the internal energy plus the potential energy `∑ v_i ρ_i` of the density. -/
theorem expval_hamiltonian (H0 : Matrix m m ℂ) (n : ι → Matrix m m ℂ) (v : ι → ℝ)
    (ψ : m → ℂ) :
    expval (hamiltonian H0 n v) ψ = expval H0 ψ + ∑ i, v i * density n ψ i := by
  classical
  have hadd : ∀ A B : Matrix m m ℂ, expval (A + B) ψ = expval A ψ + expval B ψ := by
    intro A B
    simp only [expval, Matrix.add_mulVec, dotProduct_add, Complex.add_re]
  have hsmul : ∀ (c : ℝ) (A : Matrix m m ℂ), expval ((c : ℂ) • A) ψ = c * expval A ψ := by
    intro c A
    simp only [expval, Matrix.smul_mulVec, dotProduct_smul, smul_eq_mul, Complex.re_ofReal_mul]
  have hsum : ∀ s : Finset ι,
      expval (∑ i ∈ s, (v i : ℂ) • n i) ψ = ∑ i ∈ s, v i * density n ψ i := by
    intro s
    induction s using Finset.induction_on with
    | empty => simp [expval]
    | insert a s ha ih =>
      rw [Finset.sum_insert ha, Finset.sum_insert ha, hadd, hsmul, ih, density]
  rw [hamiltonian, hadd, hsum]

/-- The ground energy in the potential `w` is at most the energy of any unit vector `ψ` in the
potential `v`, corrected by the potential change weighted with the density of `ψ`. -/
theorem ground_energy_le_tangent {H0 : Matrix m m ℂ} {n : ι → Matrix m m ℂ} {v w : ι → ℝ}
    {ψ φ : m → ℂ} (hφ : IsGroundState (hamiltonian H0 n w) φ) (hψ : star ψ ⬝ᵥ ψ = 1) :
    expval (hamiltonian H0 n w) φ ≤
      expval (hamiltonian H0 n v) ψ + ∑ i, (w i - v i) * density n ψ i := by
  -- `ψ` serves as a trial state for the potential `w`
  have h := hφ.2 ψ hψ
  rw [expval_hamiltonian H0 n w ψ] at h
  rw [expval_hamiltonian H0 n v ψ]
  simp only [sub_mul, Finset.sum_sub_distrib]
  linarith

/-- Monotonicity of the density-potential map: for ground states `ψ` of `H(v)` and `φ` of `H(w)`,
the changes of potential and density satisfy `∑ (v_i - w_i) (ρ_i(ψ) - ρ_i(φ)) ≤ 0`. -/
theorem density_potential_monotone {H0 : Matrix m m ℂ} {n : ι → Matrix m m ℂ} {v w : ι → ℝ}
    {ψ φ : m → ℂ} (hψ : IsGroundState (hamiltonian H0 n v) ψ)
    (hφ : IsGroundState (hamiltonian H0 n w) φ) :
    ∑ i, (v i - w i) * (density n ψ i - density n φ i) ≤ 0 := by
  -- each state is a trial state for the other potential; the energies cancel in the sum
  have h1 := ground_energy_le_tangent (v := v) hφ hψ.1
  have h2 := ground_energy_le_tangent (v := w) hψ hφ.1
  simp only [sub_mul, mul_sub, Finset.sum_sub_distrib] at h1 h2 ⊢
  linarith

/-- Cyclic monotonicity: for a finite family of potentials `v_k` with ground states `ψ_k`,
permuting the ground states among the potentials cannot lower the total potential energy. -/
theorem density_potential_cyclic {H0 : Matrix m m ℂ} {n : ι → Matrix m m ℂ} {v : K → ι → ℝ}
    {ψ : K → m → ℂ} (h : ∀ k, IsGroundState (hamiltonian H0 n (v k)) (ψ k))
    (σ : Equiv.Perm K) :
    ∑ k, ∑ i, v k i * density n (ψ k) i ≤ ∑ k, ∑ i, v k i * density n (ψ (σ k)) i := by
  have hs := Finset.sum_le_sum (s := Finset.univ)
    (fun k _ => (h k).2 (ψ (σ k)) (h (σ k)).1)
  simp only [expval_hamiltonian, Finset.sum_add_distrib] at hs
  -- the total internal energy does not change under the permutation
  have hp : ∑ k, expval H0 (ψ (σ k)) = ∑ k, expval H0 (ψ k) :=
    Equiv.sum_comp σ (fun k => expval H0 (ψ k))
  linarith

/-- Raising the potential on a single site `j` by `t > 0` cannot raise the ground-state density
on that site. -/
theorem density_le_of_raise_site [DecidableEq ι] {H0 : Matrix m m ℂ} {n : ι → Matrix m m ℂ}
    {v : ι → ℝ} {j : ι} {t : ℝ} (ht : 0 < t) {ψ φ : m → ℂ}
    (hψ : IsGroundState (hamiltonian H0 n v) ψ)
    (hφ : IsGroundState (hamiltonian H0 n (v + Pi.single j t)) φ) :
    density n φ j ≤ density n ψ j := by
  have h := density_potential_monotone hψ hφ
  -- only the site `j` contributes to the sum
  rw [Finset.sum_eq_single j (fun i _ hi => by simp [hi]) (fun hj => by simp at hj)] at h
  simp only [Pi.add_apply, Pi.single_eq_same] at h
  nlinarith

/-- Hopping of one particle between two sites, with amplitude `-12`. -/
def dimerHopping : Matrix (Fin 2) (Fin 2) ℂ := !![0, -12; -12, 0]

/-- The occupation operators of the two sites for one particle. -/
def siteOcc : Fin 2 → Matrix (Fin 2) (Fin 2) ℂ := ![!![1, 0; 0, 0], !![0, 0; 0, 1]]

/-- The energy of one particle on the dimer, in real and imaginary parts of its amplitudes. -/
theorem dimer_energy (v : Fin 2 → ℝ) (χ : Fin 2 → ℂ) :
    expval (hamiltonian dimerHopping siteOcc v) χ =
      v 0 * ((χ 0).re ^ 2 + (χ 0).im ^ 2) + v 1 * ((χ 1).re ^ 2 + (χ 1).im ^ 2)
        - 24 * ((χ 0).re * (χ 1).re + (χ 0).im * (χ 1).im) := by
  rw [expval_hamiltonian]
  simp [density, expval, dimerHopping, siteOcc, Matrix.mulVec, dotProduct, Fin.sum_univ_two]
  ring

/-- On the dimer, `(3/5, 4/5)` and `(4/5, 3/5)` are ground states for the potentials `(-9, -16)`
and `(-16, -9)`, and the sum in the monotonicity inequality equals `-98/25`. -/
theorem density_potential_monotone_witness :
    IsGroundState (hamiltonian dimerHopping siteOcc ![-9, -16]) ![3 / 5, 4 / 5] ∧
    IsGroundState (hamiltonian dimerHopping siteOcc ![-16, -9]) ![4 / 5, 3 / 5] ∧
    ∑ i, ((![-9, -16] : Fin 2 → ℝ) i - (![-16, -9] : Fin 2 → ℝ) i) *
      (density siteOcc ![3 / 5, 4 / 5] i - density siteOcc ![4 / 5, 3 / 5] i) = -98 / 25 := by
  have hnorm : ∀ χ : Fin 2 → ℂ, star χ ⬝ᵥ χ = 1 →
      (χ 0).re ^ 2 + (χ 0).im ^ 2 + ((χ 1).re ^ 2 + (χ 1).im ^ 2) = 1 := by
    intro χ h
    have h' := congrArg Complex.re h
    simp [dotProduct, Fin.sum_univ_two] at h'
    linarith
  have hunit : ∀ χ : Fin 2 → ℂ,
      (χ 0).re ^ 2 + (χ 0).im ^ 2 + ((χ 1).re ^ 2 + (χ 1).im ^ 2) = 1 → star χ ⬝ᵥ χ = 1 := by
    intro χ h
    apply Complex.ext
    · simp only [dotProduct, Fin.sum_univ_two, Pi.star_apply, Complex.star_def, Complex.add_re,
        Complex.mul_re, Complex.conj_re, Complex.conj_im, Complex.one_re]
      linarith
    · simp only [dotProduct, Fin.sum_univ_two, Pi.star_apply, Complex.star_def, Complex.add_im,
        Complex.mul_im, Complex.conj_re, Complex.conj_im, Complex.one_im]
      ring
  -- the site densities are the squared moduli of the amplitudes
  have hd0 : ∀ χ : Fin 2 → ℂ, density siteOcc χ 0 = (χ 0).re ^ 2 + (χ 0).im ^ 2 := by
    intro χ
    simp [density, expval, siteOcc, Matrix.mulVec, dotProduct, Fin.sum_univ_two]
    ring
  have hd1 : ∀ χ : Fin 2 → ℂ, density siteOcc χ 1 = (χ 1).re ^ 2 + (χ 1).im ^ 2 := by
    intro χ
    simp [density, expval, siteOcc, Matrix.mulVec, dotProduct, Fin.sum_univ_two]
    ring
  refine ⟨⟨?_, fun χ hχ => ?_⟩, ⟨?_, fun χ hχ => ?_⟩, ?_⟩
  · exact hunit _ (by norm_num)
  · have e : expval (hamiltonian dimerHopping siteOcc ![-9, -16]) ![3 / 5, 4 / 5] = -25 := by
      rw [dimer_energy]
      norm_num
    rw [e, dimer_energy]
    simp only [Matrix.cons_val_zero, Matrix.cons_val_one]
    -- the energy above `-25` is a sum of squares
    nlinarith [hnorm χ hχ, sq_nonneg (4 * (χ 0).re - 3 * (χ 1).re),
      sq_nonneg (4 * (χ 0).im - 3 * (χ 1).im)]
  · exact hunit _ (by norm_num)
  · have e : expval (hamiltonian dimerHopping siteOcc ![-16, -9]) ![4 / 5, 3 / 5] = -25 := by
      rw [dimer_energy]
      norm_num
    rw [e, dimer_energy]
    simp only [Matrix.cons_val_zero, Matrix.cons_val_one]
    nlinarith [hnorm χ hχ, sq_nonneg (3 * (χ 0).re - 4 * (χ 1).re),
      sq_nonneg (3 * (χ 0).im - 4 * (χ 1).im)]
  · simp only [Fin.sum_univ_two, hd0, hd1]
    norm_num

end

end LatticeDensityMonotonicity
```

```lean
#print axioms LatticeDensityMonotonicity.expval_of_isHermitian
#print axioms LatticeDensityMonotonicity.density_potential_monotone
#print axioms LatticeDensityMonotonicity.density_potential_cyclic
#print axioms LatticeDensityMonotonicity.density_le_of_raise_site
```

```
'LatticeDensityMonotonicity.expval_of_isHermitian' depends on axioms: [propext, Classical.choice, Quot.sound]
'LatticeDensityMonotonicity.density_potential_monotone' depends on axioms: [propext, Classical.choice, Quot.sound]
'LatticeDensityMonotonicity.density_potential_cyclic' depends on axioms: [propext, Classical.choice, Quot.sound]
'LatticeDensityMonotonicity.density_le_of_raise_site' depends on axioms: [propext, Classical.choice, Quot.sound]
```

## How the Lean objects represent the lattice

The finite type `m` labels an orthonormal basis of many-body states, `ι` labels the sites, and `K` labels the members of a family of potentials. A state is a function `m → ℂ`, and `star ψ ⬝ᵥ A *ᵥ ψ` is the inner product ⟨ψ, Aψ⟩, conjugate-linear in its first argument. The letter `n` stands for the site operators, whereas many texts use it for the density, which here is `density`. In the single-site theorem `t` is the potential increase, not a hopping amplitude, and `σ` is a permutation, not a spin.

`expval` is defined as the real part of the inner product. The theorem `expval_of_isHermitian` shows that for a Hermitian matrix this is the whole expectation value. The inequalities are stated for arbitrary complex matrices, with energies and densities understood as these real parts; the physical case has H0 and all nᵢ Hermitian.

`IsGroundState` asks for a normalised vector whose energy is no higher than that of any other normalised vector with the same basis. The basis therefore fixes the ensemble: if `m` lists states with N particles, the minimum is taken at fixed N; if it lists a whole finite Fock space, all its particle numbers compete.

In words, `density_potential_monotone` says that for any two such minimisers, belonging to potentials `v` and `w` with common `H0` and `n`, the sum of products of differences is at most zero. `density_potential_cyclic` and `density_le_of_raise_site` state the permutation and single-site results. `density_potential_monotone_witness` confirms both dimer ground states and the value −98/25, so the inequality can be strict.

## From the energy split to the checked inequality

`expval_hamiltonian` is the split into internal and potential energy. Its local facts `hadd` and `hsmul` give linearity for sums and real multiples, and an induction over finite sets of sites extends this to the full sum.

`ground_energy_le_tangent` is the first trial-state bound. The term `hφ.2 ψ hψ` inserts ψ into the minimum property of φ; rewriting with the energy split then exposes the potential difference. In this lemma ψ only has to be normalised, and `v` is an arbitrary reference potential.

`density_potential_monotone` calls that lemma twice with the roles exchanged. The `simp only` step multiplies out the products, and `linarith` adds the two inequalities and cancels the energies. The cyclic theorem sums the trial-state inequalities with `Finset.sum_le_sum`, and `Equiv.sum_comp` reorders the internal energies. For a single site, `Finset.sum_eq_single` isolates the term at `j`, and `nlinarith` uses `t > 0` to remove the factor.

For the dimer, `dimer_energy` writes the energy in real and imaginary parts. The two squares passed to `nlinarith` are the real and imaginary parts of 4a − 3b, squared, or of 3a − 4b for the exchanged potential.

## Guarantees for exact minimisers in a fixed finite basis

The bound holds for interacting and non-interacting lattice models alike, whatever the form of H0, provided that H0 and the site operators are the same in both problems. If H0 itself changes with the density, as a mean-field term does during self-consistency, the internal energies need not cancel and the theorem does not apply to the pair.

The states must be true minimisers. A vector returned by an eigensolver is an approximation to one, and the theorem makes no statement about its error. Nor does it give a rate: it fixes the sign of the sum, without a lower bound on how strongly the density responds, and it does not establish convergence of an inversion.

Electrons in continuous space lie outside the Lean theorem, which is stated for finite matrices. Within a chosen finite orthonormal basis, the inequality applies to the matrices as they are, however well or badly they represent the material.
